# R⁵⟨V⟩ tends to 6⟨x²⟩⟨y²⟩ for two collinear Drude oscillators with independent, symmetric, finitely supported displacements

Two oscillators lie on one line, with fixed centres at 0 and R and mobile charges at x and R + y. Each centre carries a charge of magnitude one, opposite to that of its mobile charge, and the two mobile charges have the same sign. In units where two unit charges at distance r have energy 1/r, the interaction for R > |x| + |y| is

V(x, y, R) = 1/R + 1/(R + y − x) − 1/(R − x) − 1/(R + y).

Let x and y be independent, each with a finitely supported probability distribution that is unchanged under reversal of sign. With ⟨ ⟩ for the mean over both,

R⁵⟨V⟩ → 6⟨x²⟩⟨y²⟩ ≥ 0 as R → ∞.

If both mean squares are positive, ⟨V⟩ is positive at all sufficiently large R. This is a quadrupole–quadrupole repulsion, and it is present although the two displacements are uncorrelated.

## The R⁻⁵ tail in a one-dimensional Drude code

In perturbation theory the mean of V over the unperturbed product state of the two oscillators is the first-order interaction energy. For this one-dimensional, finitely supported model, the result says that the first-order energy has an R⁻⁵ tail when both mean squares are positive. This tail decays more slowly than the R⁻⁶ of London dispersion. A fit of a dispersion coefficient to total energies computed with the full V therefore has to separate the two contributions. If the code keeps only the dipole coupling −2xy/R³, its first-order energy is zero and the tail is absent.

Some of the discrete distributions that a program sums over are covered here. A symmetric quadrature grid with symmetric, non-negative weights that add up to one is such a distribution, and ⟨x²⟩ is then the value computed on the grid.

The smallest non-trivial case makes a convenient test. Let x and y each be +1 or −1 with probability one half. For R > 2 the four terms combine to

⟨V⟩ = 6 / (R (R² − 1)(R² − 4)).

At R = 10 this is about 6.313 × 10⁻⁵, so R⁵⟨V⟩ is about 6.313, already near its limit of 6.

At larger R, rounding becomes a problem. At R = 1000 each Coulomb term is about 10⁻³, while the mean is about 6 × 10⁻¹⁵, so a direct sum in double precision keeps only a few digits. The algebraically equal form

V = −xy(2R + y − x) / (R (R − x)(R + y)(R + y − x))

removes the cancellation among the four Coulomb terms. What remains is the milder cancellation between configurations of opposite sign.

## Four Coulomb expansions and one average

For a fixed displacement u and R + u ≠ 0, division of R⁵ by R + u gives

R⁵/(R + u) = R⁴ − uR³ + u²R² − u³R + u⁴ − u⁵/(R + u).

The last term vanishes as R → ∞. Once the first four terms are subtracted, the limit is u⁴.

V contains this expression with u = 0 and u = y − x, taken with a plus sign, and with u = −x and u = y, taken with a minus sign. The orders combine as follows.

- R⁴: 1 + 1 − 1 − 1 = 0.
- R³: −[(y − x) − (−x) − y] = 0.
- R²: (y − x)² − x² − y² = −2xy.
- R: −[(y − x)³ + x³ − y³] = 3xy² − 3x²y.
- Constant: (y − x)⁴ − x⁴ − y⁴ = 6x²y² − 4xy³ − 4x³y.

Hence, at fixed x and y,

R⁵V + 2R²xy − 3Rxy² + 3Rx²y → 6x²y² − 4xy³ − 4x³y.

Now write p(x) for the weights of the first distribution. If f is odd, relabelling x as −x gives

⟨f⟩ = Σ p(x) f(x) = Σ p(−x) f(−x) = −Σ p(x) f(x) = −⟨f⟩,

so ⟨f⟩ = 0. The same holds for y. Because the displacements are independent, the mean over both can be taken one variable at a time, and every term that is odd in x or odd in y averages to zero. This removes 2R²xy, 3Rxy² and 3Rx²y on the left and 4xy³ and 4x³y on the right.

The average is a finite sum, so the limit can be taken term by term:

R⁵⟨V⟩ → ⟨6x²y²⟩ = 6⟨x²⟩⟨y²⟩.

Both mean squares are sums of non-negative terms, so the limit is not negative. If it is positive, R⁵⟨V⟩ is positive from some R onwards, and division by R⁵ > 0 gives the sign of ⟨V⟩.

## The Lean file

```lean
import Mathlib

open Filter Topology

namespace DrudeQuadrupoleRepulsion

noncomputable section

/-- A finitely supported probability distribution of a displacement on the line,
symmetric under change of sign. -/
structure SymmDist where
  supp : Finset ℝ
  w : ℝ → ℝ
  nonneg : ∀ x ∈ supp, 0 ≤ w x
  total : ∑ x ∈ supp, w x = 1
  neg_mem : ∀ x ∈ supp, -x ∈ supp
  w_neg : ∀ x ∈ supp, w (-x) = w x

/-- The mean of a function of the displacement. -/
def SymmDist.mean (P : SymmDist) (f : ℝ → ℝ) : ℝ := ∑ x ∈ P.supp, P.w x * f x

/-- The mean square displacement. -/
def SymmDist.meanSq (P : SymmDist) : ℝ := P.mean (fun x => x ^ 2)

/-- The mean of a function of two independent displacements. -/
def pairMean (P Q : SymmDist) (F : ℝ → ℝ → ℝ) : ℝ :=
  P.mean (fun x => Q.mean (F x))

/-- The interaction of two collinear oscillators with centres at `0` and `R` and mobile
charges at `x` and `R + y`, for `R` larger than `|x| + |y|`. -/
def V (x y R : ℝ) : ℝ := 1 / R + 1 / (R + y - x) - 1 / (R - x) - 1 / (R + y)

/-- An odd function of a symmetrically distributed displacement has zero mean. -/
theorem mean_odd (P : SymmDist) (f : ℝ → ℝ) (hf : ∀ x, f (-x) = -f x) :
    P.mean f = 0 := by
  have h : P.mean f = -P.mean f := by
    unfold SymmDist.mean
    rw [← Finset.sum_neg_distrib]
    -- relabel the support by reflection
    refine Finset.sum_bij' (fun x _ => -x) (fun x _ => -x) P.neg_mem P.neg_mem
      (by simp) (by simp) ?_
    intro x hx
    rw [P.w_neg x hx, hf]
    ring
  linarith

/-- A constant factor can be taken out of a mean. -/
theorem mean_const_mul (P : SymmDist) (c : ℝ) (f : ℝ → ℝ) :
    P.mean (fun x => c * f x) = c * P.mean f := by
  simp only [SymmDist.mean, Finset.mul_sum]
  exact Finset.sum_congr rfl fun x _ => by ring

/-- Terms odd in the first or in the second displacement do not contribute to the mean
over two independent symmetric distributions. -/
theorem pairMean_drop_odd (P Q : SymmDist) (F G H : ℝ → ℝ → ℝ)
    (hG : ∀ x y, G (-x) y = -G x y) (hH : ∀ x y, H x (-y) = -H x y) :
    pairMean P Q (fun x y => F x y + G x y + H x y) = pairMean P Q F := by
  have h1 : P.mean (fun x => Q.mean (G x)) = 0 :=
    mean_odd P _ fun x => by simp [SymmDist.mean, hG]
  have h2 : ∀ x, Q.mean (H x) = 0 := fun x => mean_odd Q _ (hH x)
  simp only [SymmDist.mean] at h1 h2
  simp only [pairMean, SymmDist.mean, mul_add, Finset.sum_add_distrib, h1, h2, add_zero]

/-- After the first four terms of its expansion in `u / R` are removed, the Coulomb term
`1 / (R + u)` times `R ^ 5` tends to `u ^ 4` at large `R`. -/
theorem coulomb_remainder (u : ℝ) :
    Tendsto (fun R : ℝ => R ^ 5 * (1 / (R + u))
      - (R ^ 4 - u * R ^ 3 + u ^ 2 * R ^ 2 - u ^ 3 * R)) atTop (𝓝 (u ^ 4)) := by
  have h : Tendsto (fun R : ℝ => u ^ 4 - u ^ 5 / (R + u)) atTop (𝓝 (u ^ 4 - 0)) :=
    tendsto_const_nhds.sub (tendsto_const_nhds.div_atTop
      (tendsto_atTop_add_const_right atTop u tendsto_id))
  rw [sub_zero] at h
  refine h.congr' ?_
  filter_upwards [eventually_gt_atTop (-u)] with R hR
  have hne : R + u ≠ 0 := (by linarith : 0 < R + u).ne'
  field_simp
  ring

/-- The interaction at fixed displacements, with its terms in `R⁻³` and `R⁻⁴` removed,
has the `R⁻⁵` coefficient `6x²y² - 4xy³ - 4x³y`. -/
theorem multipole_expansion (x y : ℝ) :
    Tendsto (fun R : ℝ => R ^ 5 * V x y R + (2 * R ^ 2 * x * y - 3 * R * x * y ^ 2)
      + 3 * R * x ^ 2 * y) atTop
      (𝓝 (6 * x ^ 2 * y ^ 2 + (-4 * x * y ^ 3) + (-4 * x ^ 3 * y))) := by
  have h := (((coulomb_remainder 0).add (coulomb_remainder (y - x))).sub
    (coulomb_remainder (-x))).sub (coulomb_remainder y)
  have e : 6 * x ^ 2 * y ^ 2 + (-4 * x * y ^ 3) + (-4 * x ^ 3 * y)
      = 0 ^ 4 + (y - x) ^ 4 - (-x) ^ 4 - y ^ 4 := by ring
  rw [e]
  refine h.congr fun R => ?_
  have e1 : R + (y - x) = R + y - x := by ring
  have e2 : R + -x = R - x := by ring
  simp only [V, e1, e2, add_zero]
  ring

/-- The mean of `V` over independent displacements, split into four terms. When `R` exceeds
`|x| + |y|` for all pairs in the supports, these are the centre-centre, cloud-cloud and two
cloud-centre energies of the frozen charge distributions. -/
theorem mean_interaction_eq_frozen_clouds (P Q : SymmDist) (R : ℝ) :
    pairMean P Q (fun x y => V x y R)
      = 1 / R + pairMean P Q (fun x y => 1 / (R + y - x))
        - P.mean (fun x => 1 / (R - x)) - Q.mean (fun y => 1 / (R + y)) := by
  simp only [pairMean, SymmDist.mean, V, mul_add, mul_sub, Finset.sum_add_distrib,
    Finset.sum_sub_distrib, ← Finset.sum_mul, P.total, Q.total, one_mul]

/-- For independent, symmetrically distributed displacements, `R ^ 5` times the mean
interaction tends to `6⟨x²⟩⟨y²⟩` at large `R`, and this limit is not negative. -/
theorem quadrupole_repulsion (P Q : SymmDist) :
    Tendsto (fun R : ℝ => R ^ 5 * pairMean P Q (fun x y => V x y R)) atTop
      (𝓝 (6 * P.meanSq * Q.meanSq)) ∧ 0 ≤ 6 * P.meanSq * Q.meanSq := by
  have hpos : ∀ D : SymmDist, 0 ≤ D.meanSq := fun D =>
    Finset.sum_nonneg fun x hx => mul_nonneg (D.nonneg x hx) (sq_nonneg x)
  refine ⟨?_, mul_nonneg (mul_nonneg (by norm_num) (hpos P)) (hpos Q)⟩
  -- average the pointwise expansion over the finite supports
  have h : Tendsto (fun R : ℝ => pairMean P Q (fun x y => R ^ 5 * V x y R
      + (2 * R ^ 2 * x * y - 3 * R * x * y ^ 2) + 3 * R * x ^ 2 * y)) atTop
      (𝓝 (pairMean P Q (fun x y =>
        6 * x ^ 2 * y ^ 2 + (-4 * x * y ^ 3) + (-4 * x ^ 3 * y)))) := by
    unfold pairMean SymmDist.mean
    exact tendsto_finsetSum _ fun x _ => (tendsto_finsetSum _ fun y _ =>
      (multipole_expansion x y).const_mul _).const_mul _
  -- the odd terms drop out, before and after the limit
  have e1 : ∀ R : ℝ, pairMean P Q (fun x y => R ^ 5 * V x y R
      + (2 * R ^ 2 * x * y - 3 * R * x * y ^ 2) + 3 * R * x ^ 2 * y)
      = R ^ 5 * pairMean P Q (fun x y => V x y R) := fun R =>
    (pairMean_drop_odd P Q (fun x y => R ^ 5 * V x y R)
      (fun x y => 2 * R ^ 2 * x * y - 3 * R * x * y ^ 2) (fun x y => 3 * R * x ^ 2 * y)
      (fun x y => by ring) (fun x y => by ring)).trans
      (by simp only [pairMean, mean_const_mul])
  have e2 : pairMean P Q (fun x y =>
      6 * x ^ 2 * y ^ 2 + (-4 * x * y ^ 3) + (-4 * x ^ 3 * y))
      = 6 * P.meanSq * Q.meanSq := by
    refine (pairMean_drop_odd P Q (fun x y => 6 * x ^ 2 * y ^ 2)
      (fun x y => -4 * x * y ^ 3) (fun x y => -4 * x ^ 3 * y)
      (fun x y => by ring) (fun x y => by ring)).trans ?_
    have e3 : (fun x : ℝ => Q.mean (fun y => 6 * x ^ 2 * y ^ 2))
        = fun x => (6 * Q.meanSq) * x ^ 2 := by
      funext x
      rw [mean_const_mul, SymmDist.meanSq]
      ring
    rw [pairMean, e3, mean_const_mul, ← SymmDist.meanSq]
    ring
  rw [e2] at h
  exact h.congr e1

/-- If both mean square displacements are positive, the mean interaction of the
independent oscillators is positive at all sufficiently large `R`. -/
theorem eventually_repulsive (P Q : SymmDist) (hP : 0 < P.meanSq) (hQ : 0 < Q.meanSq) :
    ∀ᶠ R : ℝ in atTop, 0 < pairMean P Q (fun x y => V x y R) := by
  have hlim : 0 < 6 * P.meanSq * Q.meanSq := by positivity
  filter_upwards [(quadrupole_repulsion P Q).1.eventually (lt_mem_nhds hlim),
    eventually_gt_atTop (0 : ℝ)] with R h hR
  exact (mul_pos_iff_of_pos_left (pow_pos hR 5)).1 h

/-- The displacements `a` and `-a`, with `a > 0`, each with probability one half. -/
def twoPoint (a : ℝ) (ha : 0 < a) : SymmDist where
  supp := {a, -a}
  w := fun _ => 1 / 2
  nonneg := fun _ _ => by norm_num
  total := by
    have hne : a ≠ -a := fun h => by linarith
    rw [Finset.sum_pair hne]
    norm_num
  neg_mem := by
    intro x hx
    simp only [Finset.mem_insert, Finset.mem_singleton] at hx ⊢
    rcases hx with h | h
    · right
      rw [h]
    · left
      rw [h, neg_neg]
  w_neg := fun _ _ => rfl

/-- For independent displacements `±a` and `±b` of equal probability, with `a` and `b`
positive, `R ^ 5` times the mean interaction tends to `6a²b²`. -/
theorem quadrupole_repulsion_witness (a b : ℝ) (ha : 0 < a) (hb : 0 < b) :
    Tendsto (fun R : ℝ => R ^ 5 *
      pairMean (twoPoint a ha) (twoPoint b hb) (fun x y => V x y R)) atTop
      (𝓝 (6 * a ^ 2 * b ^ 2)) := by
  have m : ∀ (c : ℝ) (hc : 0 < c), (twoPoint c hc).meanSq = c ^ 2 := by
    intro c hc
    have hne : c ≠ -c := fun h => by linarith
    simp only [SymmDist.meanSq, SymmDist.mean, twoPoint]
    rw [Finset.sum_pair hne]
    ring
  have h := (quadrupole_repulsion (twoPoint a ha) (twoPoint b hb)).1
  rw [m a ha, m b hb] at h
  exact h

end

end DrudeQuadrupoleRepulsion
```

```lean
#print axioms DrudeQuadrupoleRepulsion.mean_interaction_eq_frozen_clouds
#print axioms DrudeQuadrupoleRepulsion.quadrupole_repulsion
#print axioms DrudeQuadrupoleRepulsion.eventually_repulsive
```

```
'DrudeQuadrupoleRepulsion.mean_interaction_eq_frozen_clouds' depends on axioms: [propext, Classical.choice, Quot.sound]
'DrudeQuadrupoleRepulsion.quadrupole_repulsion' depends on axioms: [propext, Classical.choice, Quot.sound]
'DrudeQuadrupoleRepulsion.eventually_repulsive' depends on axioms: [propext, Classical.choice, Quot.sound]
```

## What the Lean statements say about the model

A `SymmDist` is the distribution of one displacement: a finite set `supp` of real positions and a weight function `w`. The weights are non-negative on the support and sum to one. The fields `neg_mem` and `w_neg` express the symmetry: with x the support also contains −x, with the same weight. In the theorems `P` is the distribution of x and `Q` that of y.

Independence is built into `pairMean`, which averages over y and then over x and so gives each pair the product of its weights. `meanSq` is ⟨x²⟩ or ⟨y²⟩.

The definition `V` has no absolute values. It is the Coulomb energy when R exceeds |x| + |y|, which holds for all pairs in the finite supports once R is large enough. Smaller R, including the points where a denominator vanishes, has no effect on the limit.

`quadrupole_repulsion` states both the limit and its non-negativity. `eventually_repulsive` needs the two positivity hypotheses, which say that each mobile charge really spreads out from its centre. If one of the distributions has all its weight at zero, that oscillator is a neutral point and V vanishes at large R. The limit theorem still applies and gives zero.

`mean_interaction_eq_frozen_clouds` rewrites ⟨V⟩ as a centre–centre term, a cloud–cloud term and two cloud–centre terms. At separations where `V` is the Coulomb energy, the uncorrelated mean is thus the electrostatic energy of two fixed charge distributions. `quadrupole_repulsion_witness` applies the limit to displacements ±a and ±b of equal probability, with a and b positive, and obtains 6a²b².

## From the remainder lemma to the averaged limit

`coulomb_remainder` is the division identity above. It first proves that u⁴ − u⁵/(R + u) tends to u⁴, and then uses `field_simp` and `ring` to identify this with the subtracted Coulomb term for R > −u. `multipole_expansion` adds and subtracts four instances of that lemma, and `ring` carries out the collection of orders.

`mean_odd` is the relabelling argument, with `Finset.sum_bij'` supplying the reflection of the support. `pairMean_drop_odd` extends it to two variables: it discards a term `G` that is odd in x and a term `H` that is odd in y.

The main proof first averages the pointwise limit with `tendsto_finsetSum`, once for each variable. It then applies `pairMean_drop_odd` twice. In `e1` this removes the growing terms at finite R, and in `e2` it removes the odd part of the limit. `mean_const_mul` takes out the constant factors, which leaves the product of the two mean squares.

## Guaranteed at large R, and left open

The coefficient 6 and the non-negativity of the limit hold for every pair of distributions of the stated kind, whatever their shape. The theorems give no rate of convergence and no explicit separation beyond which ⟨V⟩ is positive. They concern real numbers, so rounding in a program needs its own analysis.

The file contains no Hamiltonian: masses, force constants and the oscillator ground state do not appear, and the distributions are inputs. That ground state has a Gaussian density, which is not finitely supported. On a line, the bare term 1/(R − x) is not even integrable against it, because the density is positive at x = R. A finite grid avoids this once R is large enough, and the theorem then describes the grid model at fixed grid, not its continuum limit.

Second-order energies, and with them the dispersion attraction, are not treated. The repulsion comes from the quadrupole moments of clouds that are spread along the line only. An isotropic three-dimensional Drude oscillator in its ground state has a spherical cloud around its centre and therefore no quadrupole moment, so this R⁻⁵ term should not be carried over to isotropic three-dimensional Drude models.
